# Free-energy gradient in extended-system ABF from the density of the coordinate and the mean spring force

## Turning samples into a gradient

After an extended-system adaptive biasing force (eABF) run, the samples are binned by the value $s$ of the collective variable. Each bin supplies a count and the average position of an extended variable $y$, which is tied to $s$ by a spring. The slope of the logarithm of the counts, multiplied by minus the thermal energy $k_\mathrm{B}T$, is then added to the average force of the spring on $s$ to estimate the free-energy gradient $F'(s)$. For a fixed bias that acts on $y$ alone, with the exact equilibrium density and the exact equilibrium mean of $y$ in place of sampled ones, this sum equals $F'(s)$.

The estimator is known as CZAR, where the coordinate is often written $z$ and the extended variable $\lambda$.

## The coupled system

Let $F(s)$ be the free energy of the physical system along its collective variable, with the atomic coordinates already integrated out at fixed $s$. The extended variable $y$ moves in an interval $[a,b]$, feels a bias potential $B(y)$, and is coupled to $s$ by a spring of stiffness $k$. At inverse temperature $\beta = 1/(k_\mathrm{B}T)$ the joint Boltzmann weight is

$$w(s,y)=\exp\!\left[-\beta\left(F(s)+\tfrac{k}{2}(s-y)^2+B(y)\right)\right].$$

The marginal density of $s$, up to normalisation, and the conditional average of an observable $A(y)$ are

$$\rho(s)=\int_a^b w(s,y)\,dy,\qquad \langle A\rangle_s=\frac{1}{\rho(s)}\int_a^b A(y)\,w(s,y)\,dy .$$

The spring pulls on $s$ with force $k(y-s)$, so its mean at fixed $s$ is $k(\langle y\rangle_s-s)$.

## The gradient formula and its hypotheses

Let $a<b$, let $B$ be continuous on $[a,b]$, let $\beta\neq 0$, and let $F$ be differentiable at $s$. Then $\ln\rho$ is differentiable at $s$ and

$$F'(s)=-\frac1\beta(\ln\rho)'(s)+k\left(\langle y\rangle_s-s\right).$$

This is `deriv_free_energy`. In Lean, `boltzmann` is $w$, `rho` is $\rho$, and `condAvg` is $\langle A\rangle_s$; the mean of $y$ is `condAvg` applied to `fun y => y`. The density `rho` is not normalised, but a constant factor drops out of $(\ln\rho)'$. Lean's `deriv` returns zero where no derivative exists, so the theorem states the differentiability of $\ln\rho$ separately.

All quantities are real numbers without units. The physical case has $\beta>0$ and $k>0$, but the theorem allows any real $k$ and any nonzero $\beta$. The values of $B$ outside $[a,b]$ play no role. Two common cases are not covered: an extended variable that ranges over the whole real line, and a periodic coordinate such as a dihedral angle, for which the spring energy is periodic as well.

Two companion theorems concern the same model. `hasDerivAt_condMean` gives the response of the mean,

$$\frac{d\langle y\rangle_s}{ds}=\beta k\left(\langle y^2\rangle_s-\langle y\rangle_s^2\right),$$

and `free_energy_difference` gives, for any function $F$, smooth or not,

$$F(s_2)-F(s_1)=-\frac1\beta\ln\frac{\rho(s_2)}{\rho(s_1)}+\int_{s_1}^{s_2}k\left(\langle y\rangle_s-s\right)ds .$$

The step from this model to a simulation is the assumption that the collected samples follow the weight $w$ with a time-independent $B$. During an adaptive run the bias still changes, and the theorems say nothing about how quickly the averages converge.

## Derivation

Expanding $(s-y)^2=s^2-2sy+y^2$ splits the weight into three factors:

$$w(s,y)=e^{-\beta(F(s)+ks^2/2)}\;e^{\beta ksy}\;g(y),\qquad g(y)=e^{-\beta(ky^2/2+B(y))}.$$

For a continuous function $A$ on $[a,b]$ define

$$L_A(t)=\int_a^b e^{ty}A(y)g(y)\,dy .$$

The first factor does not depend on $y$, so it leaves the integrals and cancels in the conditional average:

$$\rho(s)=e^{-\beta(F(s)+ks^2/2)}L_1(\beta ks),\qquad \langle A\rangle_s=\frac{L_A(\beta ks)}{L_1(\beta ks)} .$$

Here $L_1>0$, because its integrand is positive and $a<b$.

Differentiating $L_A$ under the integral sign inserts a factor $y$, so $L_A'(t)=L_{yA}(t)$. The exchange is allowed because, for $|x-t|<1$,

$$\left|e^{xy}\,yA(y)g(y)\right|\le e^{(|t|+1)|y|}\left|yA(y)g(y)\right|,$$

and the right-hand side is continuous on $[a,b]$, hence integrable.

Now take the logarithm of $\rho$, divide by $\beta$ and add $F$:

$$F(s)+\frac1\beta\ln\rho(s)=\frac1\beta\ln L_1(\beta ks)-\frac{k s^2}{2}.$$

The right-hand side does not contain $F$. By the chain rule its derivative is

$$\frac1\beta\,\beta k\,\frac{L_y(\beta ks)}{L_1(\beta ks)}-ks=k\left(\langle y\rangle_s-s\right).$$

If $F$ is differentiable at $s$, subtracting it shows that $\ln\rho$ is differentiable there too, with

$$\frac1\beta(\ln\rho)'(s)=k\left(\langle y\rangle_s-s\right)-F'(s).$$

Rearranging gives the gradient formula.

For the response of the mean, apply the quotient rule to $\langle y\rangle_s=L_y/L_1$, with all integrals taken at $\beta ks$:

$$\frac{d\langle y\rangle_s}{ds}=\beta k\,\frac{L_{y^2}L_1-L_y^2}{L_1^2}=\beta k\left(\langle y^2\rangle_s-\langle y\rangle_s^2\right).$$

In particular $\langle y\rangle_s$ is continuous in $s$. The derivative of $F+\frac1\beta\ln\rho$ can therefore be integrated from $s_1$ to $s_2$, which gives the free-energy difference.

## A worked instance

Take $\beta=k=1$, $[a,b]=[0,1]$, $F(s)=s^2$ and $B(y)=-y^2/2$. Then $g(y)=1$ and

$$L_1(s)=\int_0^1e^{sy}\,dy=\frac{e^s-1}{s}\quad(s\ne0).$$

At $s=1$ the mean is

$$\langle y\rangle_1=\frac{\int_0^1 y e^y\,dy}{\int_0^1 e^y\,dy}=\frac{1}{e-1}\approx0.582,$$

so the mean spring force is $0.582-1=-0.418$.

For the density, $\ln\rho(s)=-\tfrac32s^2+\ln(e^s-1)-\ln s$ near $s=1$. Its slope at $s=1$ is

$$-3+\frac{e}{e-1}-1\approx-2.418 .$$

The formula gives $2.418-0.418=2$, which is $F'(1)$. The density term alone would be too large by about $0.418$.

## The Lean file

```lean
import Mathlib

open Set MeasureTheory

namespace ExtendedSystemABF

noncomputable section

/-- Joint Boltzmann weight of the coordinate `s` and the extended variable `y`, coupled by a
spring of stiffness `k`, with free energy `F` on `s` and bias `B` on `y`. -/
def boltzmann (β k : ℝ) (F B : ℝ → ℝ) (s y : ℝ) : ℝ :=
  Real.exp (-β * (F s + k * (s - y) ^ 2 / 2 + B y))

/-- Unnormalized marginal density of `s`, with `y` integrated from `a` to `b`. -/
def rho (β k a b : ℝ) (F B : ℝ → ℝ) (s : ℝ) : ℝ :=
  ∫ y in a..b, boltzmann β k F B s y

/-- Conditional average of an observable `A` of the extended variable at fixed `s`; where `rho` is
zero, Lean's division gives the value `0`. -/
def condAvg (β k a b : ℝ) (F B A : ℝ → ℝ) (s : ℝ) : ℝ :=
  (∫ y in a..b, A y * boltzmann β k F B s y) / rho β k a b F B s

/-- The part of the Boltzmann weight that depends on `y` alone. -/
def extWeight (β k : ℝ) (B : ℝ → ℝ) (y : ℝ) : ℝ :=
  Real.exp (-β * (k * y ^ 2 / 2 + B y))

/-- Integral of `g` from `a` to `b` against the exponential tilt `exp (t y)`. -/
def laplace (a b : ℝ) (g : ℝ → ℝ) (t : ℝ) : ℝ :=
  ∫ y in a..b, Real.exp (t * y) * g y

variable {β k a b : ℝ} {F B : ℝ → ℝ}

/-- For `a ≤ b` and `g` continuous on `[a, b]`, the tilted integral of `g` at tilt `c s` is
differentiable in `s`; its derivative is `c` times the tilted integral of `y * g y`. -/
theorem hasDerivAt_laplace {g : ℝ → ℝ} (hab : a ≤ b) (hg : ContinuousOn g (Icc a b))
    (c s : ℝ) :
    HasDerivAt (fun x => laplace a b g (c * x))
      (laplace a b (fun y => y * g y) (c * s) * c) s := by
  have hi : ∀ h : ℝ → ℝ, ContinuousOn h (Icc a b) → IntervalIntegrable h volume a b :=
    fun h hh => hh.intervalIntegrable_of_Icc hab
  have key : ∀ t : ℝ, HasDerivAt (laplace a b g) (laplace a b (fun y => y * g y) t) t := by
    intro t
    have h0 : ∀ x : ℝ, IntervalIntegrable (fun y => Real.exp (x * y) * g y) volume a b :=
      fun x => hi _ (by fun_prop)
    have h1 : IntervalIntegrable (fun y => Real.exp (t * y) * (y * g y)) volume a b :=
      hi _ (by fun_prop)
    have h2 : IntervalIntegrable (fun y => Real.exp ((|t| + 1) * |y|) * |y * g y|)
        volume a b :=
      hi _ (ContinuousOn.mul (by fun_prop) (continuousOn_id.mul hg).abs)
    -- differentiate under the integral sign, with a bound uniform on a unit ball
    refine (intervalIntegral.hasDerivAt_integral_of_dominated_loc_of_deriv_le
      (F := fun x y => Real.exp (x * y) * g y)
      (F' := fun x y => Real.exp (x * y) * (y * g y))
      (Metric.ball_mem_nhds t one_pos)
      (Filter.Eventually.of_forall fun x =>
        Integrable.aestronglyMeasurable (intervalIntegrable_iff.mp (h0 x)))
      (h0 t) (Integrable.aestronglyMeasurable (intervalIntegrable_iff.mp h1))
      (Filter.Eventually.of_forall fun y _ x hx => ?_) h2
      (Filter.Eventually.of_forall fun y _ x _ => ?_)).2
    · rw [Metric.mem_ball, Real.dist_eq] at hx
      have hx' : |x| ≤ |t| + 1 := by
        have := abs_sub_abs_le_abs_sub x t
        linarith
      have hxy : x * y ≤ (|t| + 1) * |y| := by
        refine (le_abs_self _).trans ?_
        rw [abs_mul]
        exact mul_le_mul_of_nonneg_right hx' (abs_nonneg y)
      rw [Real.norm_eq_abs, abs_mul, abs_of_pos (Real.exp_pos _)]
      exact mul_le_mul_of_nonneg_right (Real.exp_le_exp.2 hxy) (abs_nonneg _)
    · exact (((hasDerivAt_id' x).mul_const y).exp.mul_const (g y)).congr_deriv (by ring)
  exact (key (c * s)).comp s (((hasDerivAt_id' s).const_mul c).congr_deriv (mul_one c))

theorem continuousOn_extWeight (hB : ContinuousOn B (Icc a b)) :
    ContinuousOn (extWeight β k B) (Icc a b) := by
  show ContinuousOn (fun y => Real.exp (-β * (k * y ^ 2 / 2 + B y))) (Icc a b)
  fun_prop

theorem laplace_pos (hab : a < b) (hB : ContinuousOn B (Icc a b)) (t : ℝ) :
    0 < laplace a b (extWeight β k B) t := by
  have hw := continuousOn_extWeight (β := β) (k := k) hB
  have hc : ContinuousOn (fun y => Real.exp (t * y) * extWeight β k B y) (Icc a b) :=
    ContinuousOn.mul (by fun_prop) hw
  exact intervalIntegral.intervalIntegral_pos_of_pos_on
    (hc.intervalIntegrable_of_Icc hab.le)
    (fun y _ => mul_pos (Real.exp_pos _) (Real.exp_pos _)) hab

/-- Expanding the spring energy takes the free energy `F s` out of every integral over the
extended variable. -/
theorem integral_boltzmann (A : ℝ → ℝ) (s : ℝ) :
    (∫ y in a..b, A y * boltzmann β k F B s y) =
      Real.exp (-β * (F s + k * s ^ 2 / 2)) *
        laplace a b (fun y => A y * extWeight β k B y) (β * k * s) := by
  unfold laplace
  rw [← intervalIntegral.integral_const_mul]
  congr 1
  funext y
  have h : boltzmann β k F B s y = Real.exp (-β * (F s + k * s ^ 2 / 2)) *
      Real.exp (β * k * s * y) * extWeight β k B y := by
    unfold boltzmann extWeight
    rw [← Real.exp_add, ← Real.exp_add]
    congr 1
    ring
  rw [h]
  ring

theorem rho_eq (s : ℝ) :
    rho β k a b F B s = Real.exp (-β * (F s + k * s ^ 2 / 2)) *
      laplace a b (extWeight β k B) (β * k * s) := by
  have h := integral_boltzmann (β := β) (k := k) (a := a) (b := b) (F := F) (B := B)
    (fun _ => 1) s
  simp only [one_mul] at h
  exact h

/-- Conditional averages at fixed `s` are ratios of tilted integrals in which `F` is absent. -/
theorem condAvg_eq (A : ℝ → ℝ) (s : ℝ) :
    condAvg β k a b F B A s =
      laplace a b (fun y => A y * extWeight β k B y) (β * k * s) /
        laplace a b (extWeight β k B) (β * k * s) := by
  unfold condAvg
  rw [integral_boltzmann, rho_eq, mul_div_mul_left _ _ (Real.exp_pos _).ne']

/-- For `B` continuous on `[a, b]`, `a < b` and `β ≠ 0`, the sum `F + (1/β) ln ρ` has the mean
spring force `k (⟨y⟩_s - s)` as its derivative, for any function `F`. -/
theorem hasDerivAt_add_log_rho (hab : a < b) (hB : ContinuousOn B (Icc a b)) (hβ : β ≠ 0)
    (s : ℝ) :
    HasDerivAt (fun x => F x + 1 / β * Real.log (rho β k a b F B x))
      (k * (condAvg β k a b F B (fun y => y) s - s)) s := by
  have hb : 1 / β * β = 1 := one_div_mul_cancel hβ
  have hL := laplace_pos (β := β) (k := k) hab hB
  -- the free energy cancels against the logarithm of its Boltzmann factor
  have hfun : (fun x => F x + 1 / β * Real.log (rho β k a b F B x)) =
      fun x => 1 / β * Real.log (laplace a b (extWeight β k B) (β * k * x))
        - k * (x * x) / 2 := by
    funext x
    rw [rho_eq, Real.log_mul (Real.exp_pos _).ne' (hL _).ne', Real.log_exp]
    linear_combination (-(F x + k * x ^ 2 / 2)) * hb
  have hd := hasDerivAt_laplace hab.le (continuousOn_extWeight (β := β) (k := k) hB) (β * k) s
  have hq := (((hasDerivAt_id' s).fun_mul (hasDerivAt_id' s)).const_mul k).div_const 2
  rw [hfun, condAvg_eq]
  refine (((hd.log (hL _).ne').const_mul (1 / β)).fun_sub hq).congr_deriv ?_
  linear_combination (k * laplace a b (fun y => y * extWeight β k B y) (β * k * s) /
    laplace a b (extWeight β k B) (β * k * s)) * hb

/-- The extended-system estimator of the free-energy gradient: for `F` differentiable at `s`,
`B` continuous on `[a, b]`, `a < b` and `β ≠ 0`, `ln ρ` is differentiable at `s` and
`F'(s) = -(1/β) (ln ρ)'(s) + k (⟨y⟩_s - s)`. -/
theorem deriv_free_energy (hab : a < b) (hB : ContinuousOn B (Icc a b)) (hβ : β ≠ 0)
    {s : ℝ} (hF : DifferentiableAt ℝ F s) :
    DifferentiableAt ℝ (fun x => Real.log (rho β k a b F B x)) s ∧
      deriv F s = -(1 / β) * deriv (fun x => Real.log (rho β k a b F B x)) s
        + k * (condAvg β k a b F B (fun y => y) s - s) := by
  have hb : 1 / β * β = 1 := one_div_mul_cancel hβ
  have h := ((hasDerivAt_add_log_rho (k := k) (F := F) hab hB hβ s).fun_sub
    hF.hasDerivAt).const_mul β
  have hfun : (fun x => β * (F x + 1 / β * Real.log (rho β k a b F B x) - F x)) =
      fun x => Real.log (rho β k a b F B x) := by
    funext x
    linear_combination Real.log (rho β k a b F B x) * hb
  rw [hfun] at h
  refine ⟨h.differentiableAt, ?_⟩
  rw [h.deriv]
  linear_combination (k * (condAvg β k a b F B (fun y => y) s - s) - deriv F s) * hb

/-- For `B` continuous on `[a, b]` and `a < b`, the conditional mean of the extended variable
responds to `s` with slope `β k (⟨y²⟩_s - ⟨y⟩_s²)`. -/
theorem hasDerivAt_condMean (hab : a < b) (hB : ContinuousOn B (Icc a b)) (s : ℝ) :
    HasDerivAt (condAvg β k a b F B (fun y => y))
      (β * k * (condAvg β k a b F B (fun y => y ^ 2) s
        - condAvg β k a b F B (fun y => y) s ^ 2)) s := by
  have hw := continuousOn_extWeight (β := β) (k := k) hB
  have hL := (laplace_pos (β := β) (k := k) hab hB (β * k * s)).ne'
  have hfun : condAvg β k a b F B (fun y => y) = fun x =>
      laplace a b (fun y => y * extWeight β k B y) (β * k * x) /
        laplace a b (extWeight β k B) (β * k * x) := funext fun x => condAvg_eq _ x
  have e : (fun y => y ^ 2 * extWeight β k B y) = fun y => y * (y * extWeight β k B y) := by
    funext y
    ring
  have h2 : condAvg β k a b F B (fun y => y ^ 2) s =
      laplace a b (fun y => y * (y * extWeight β k B y)) (β * k * s) /
        laplace a b (extWeight β k B) (β * k * s) := by
    rw [← e]
    exact condAvg_eq _ s
  rw [h2, hfun]
  -- quotient rule for the ratio of tilted integrals
  refine ((hasDerivAt_laplace hab.le (continuousOn_id.mul hw) (β * k) s).fun_div
    (hasDerivAt_laplace hab.le hw (β * k) s) hL).congr_deriv ?_
  change (laplace a b (fun y => y * (y * extWeight β k B y)) (β * k * s) * (β * k) *
      laplace a b (extWeight β k B) (β * k * s) -
      laplace a b (fun y => y * extWeight β k B y) (β * k * s) *
      (laplace a b (fun y => y * extWeight β k B y) (β * k * s) * (β * k))) /
      laplace a b (extWeight β k B) (β * k * s) ^ 2 = _
  field_simp

/-- Free-energy difference between `s₁` and `s₂` from the marginal density and the integrated
mean spring force, for any `F`, with `B` continuous on `[a, b]`, `a < b` and `β ≠ 0`. -/
theorem free_energy_difference (hab : a < b) (hB : ContinuousOn B (Icc a b)) (hβ : β ≠ 0)
    (s₁ s₂ : ℝ) :
    F s₂ - F s₁ = -(1 / β) * Real.log (rho β k a b F B s₂ / rho β k a b F B s₁)
      + ∫ s in s₁..s₂, k * (condAvg β k a b F B (fun y => y) s - s) := by
  have hr : ∀ s, rho β k a b F B s ≠ 0 := fun s => by
    rw [rho_eq]
    exact (mul_pos (Real.exp_pos _) (laplace_pos hab hB _)).ne'
  have hm : Continuous (condAvg β k a b F B (fun y => y)) :=
    continuous_iff_continuousAt.2 fun s => (hasDerivAt_condMean hab hB s).continuousAt
  have hc : Continuous fun s => k * (condAvg β k a b F B (fun y => y) s - s) :=
    continuous_const.mul (hm.sub continuous_id)
  -- fundamental theorem of calculus for `F + (1/β) ln ρ`
  have h : (∫ s in s₁..s₂, k * (condAvg β k a b F B (fun y => y) s - s)) =
      (F s₂ + 1 / β * Real.log (rho β k a b F B s₂)) -
        (F s₁ + 1 / β * Real.log (rho β k a b F B s₁)) :=
    intervalIntegral.integral_eq_sub_of_hasDerivAt
      (fun s _ => hasDerivAt_add_log_rho hab hB hβ s) (hc.intervalIntegrable _ _)
  rw [Real.log_div (hr s₂) (hr s₁), h]
  ring

end

end ExtendedSystemABF
```

```lean
#print axioms ExtendedSystemABF.deriv_free_energy
#print axioms ExtendedSystemABF.free_energy_difference
```

```
'ExtendedSystemABF.deriv_free_energy' depends on axioms: [propext, Classical.choice, Quot.sound]
'ExtendedSystemABF.free_energy_difference' depends on axioms: [propext, Classical.choice, Quot.sound]
```

## From tilted integrals to the estimator

The definition `extWeight` is the $g$ of the derivation. In `laplace` and `hasDerivAt_laplace` the letter `g` stands for a general function, such as $A$ times `extWeight`, and `laplace a b g t` is the integral of $e^{ty}g(y)$ over $[a,b]$. Unlike the textbook Laplace transform, it has a plus sign in the exponent and a finite interval.

`hasDerivAt_laplace` is the differentiation under the integral sign. Its inner claim `key` applies Mathlib's theorem on differentiating an integral whose integrand has a dominated derivative, on the unit ball around $t$. The first remaining goal is the bound displayed above, and the second is the derivative of $e^{xy}g(y)$ with respect to $x$. The named arguments `F` and `F'` in that call are the integrand and its derivative, not the free energy. The last line composes with $s\mapsto cs$, which produces the factor $c$.

`continuousOn_extWeight` and `laplace_pos` supply the continuity of $g$ and the positivity of $L_1$. `integral_boltzmann` carries out the three-factor split, with `ring` checking the expanded exponent. Setting $A=1$ gives `rho_eq`, and dividing the two integrals gives `condAvg_eq`, where the factor containing $F$ cancels.

In `hasDerivAt_add_log_rho`, the equation `hfun` is the step in which $F$ disappears from $F+\frac1\beta\ln\rho$. The logarithm of the product is split, which requires both factors to be nonzero. The derivative then follows from the rules for logarithms and products, and `linear_combination` uses $\frac1\beta\beta=1$ to tidy the result.

`deriv_free_energy` subtracts $F$ from this function and multiplies by $\beta$. That recovers $\ln\rho$ together with its derivative, and the formula is then solved for $F'(s)$.

`hasDerivAt_condMean` applies `hasDerivAt_laplace` to both numerator and denominator, and `field_simp` brings the quotient rule into the form of a variance. `free_energy_difference` takes the continuity of the mean from it, applies the fundamental theorem of calculus, and combines the two logarithms into that of a ratio.
